# Fermion mass lets a pair annihilate into two photons of equal helicity at tree level

An electron and a positron meet head-on and annihilate into two photons of equal helicity, and we ask how the rate depends on the fermion mass. To state this in Lean one must choose what represents the sum over fermion spins. Here it is a Dirac trace of explicit 4×4 matrices, so no spinors appear. The identification of this trace with Σ|v̄(p′) M u(p)|² rests on the completeness relations Σuū = p̸ + m and Σvv̄ = p̸′ − m, with p and p′ the electron and positron momenta and m the mass. They are taken from the textbook theory and fix the normalisation of the spinors.

## The spin sum and its derivation

Units have ħ = c = 1, and the coupling e² is left out of M. The electron and positron momenta are p, p′ = E(1, ±βn), with speed β, n = (sin t, 0, cos t) and m² = E²(1−β²). The letter t is the scattering angle, usually called θ, and not a Mandelstam variable. The photons have k₁, k₂ = E(1, 0, 0, ±1) and e₁, e₂ = (0, 1, ±i, 0)/√2. The amplitude without external spinors is

M = e̸₂(p̸ − k̸₁ + m)e̸₁/(−2p·k₁) + e̸₁(p̸ − k̸₂ + m)e̸₂/(−2p·k₂).

For E > 0 and β²cos²t < 1 the claim is

T = tr[(p̸′ − m) M (p̸ + m) γ⁰M†γ⁰] = 8(1−β⁴)/(1−β²cos²t)².

**The amplitude.** Put u = β cos t, S = iγ¹γ² and N = γ³S. From here on u is this number and not a spinor. The denominators are −2E²(1−u) and −2E²(1+u). The polarisations satisfy

e̸₁² = e̸₂² = 0, e̸₂e̸₁ = −(1−S), e̸₁e̸₂ = −(1+S).

Let q be the exchanged momentum. Its transverse part is a combination of e̸₁ and e̸₂, so it drops out between them. The matrices γ⁰ and γ³ anticommute with both polarisations, hence

e̸₂q̸e̸₁ = (q⁰γ⁰ − q³γ³)(1−S), e̸₁q̸e̸₂ = (q⁰γ⁰ − q³γ³)(1+S).

In both diagrams q⁰ = 0, while q³ = −E(1−u) in the first and q³ = E(1+u) in the second. The denominators therefore cancel in the part without explicit mass:

−γ³(1−S)/(2E) + γ³(1+S)/(2E) = N/E.

The mass terms add up to

m(1−S)/(2E²(1−u)) + m(1+S)/(2E²(1+u)) = m(1−uS)/(E²D), with D = 1−u².

With r = m/E and B = (r/D)(1−uS), the amplitude is M = (N+B)/E. It equals its own Dirac adjoint, γ⁰M†γ⁰ = M.

**The trace.** Let G = β(γ¹ sin t + γ³ cos t), L = γ⁰ + G − r and R = γ⁰ − G + r. Then p̸′ − m = EL and p̸ + m = ER, so E cancels:

T = tr[L(N+B)R(N+B)].

Since N anticommutes with γ⁰, commutes with γ¹ and γ³, and squares to −1, we have NR = −LN and RN = −NL. The mass shell r² = 1−β² gives L² = −2rL. The term with two factors N is

tr(LNRN) = tr(L²) = −2r tr L = 8r².

B commutes with N, and NB = (r/D)(N − uγ³). Each of the two mixed terms is therefore

2r tr(LNB) = 2r·(r/D)·4u² = 8r²u²/D.

For the last term, S commutes with γ⁰ and γ³ and anticommutes with γ¹, so

tr(LBRB) = (4r²/D²)[(1+u²)(1−r²+u²) + β² sin²t (1−u²)].

Inserting 1−r² = β² and β² sin²t = β²−u² turns this into 8r²(β²+u⁴)/D². The sum is

T = (8r²/D²)[D² + 2u²D + u⁴ + β²] = (8r²/D²)[(D+u²)² + β²] = 8(1−β²)(1+β²)/D²,

because D + u² = 1. This is the claim. The factor 1−β² = m²/E² makes T positive for m > 0 and zero for m = 0.

For free external particles at lowest order in QED, a massless-fermion calculation of pair annihilation sets this contribution to zero at every angle off the line of the fermions. The rate over all angles does not vanish in the limit of small mass: at fixed E, the integral of T over cos t from −1 to 1 tends to 16 as m → 0, because T is then concentrated near that line. A cross-section also needs the coupling, the average over initial spins, the flux and the phase space.

## Matrices, momenta and polarisations in Lean

```lean
import Mathlib

open Matrix

namespace EqualHelicityPhotons

noncomputable section
```

The Dirac matrices are written out in the chiral representation.

```lean
/-- The Dirac matrix `γ⁰` in the chiral representation. -/
def gamma0 : Matrix (Fin 4) (Fin 4) ℂ := !![0, 0, 1, 0; 0, 0, 0, 1; 1, 0, 0, 0; 0, 1, 0, 0]

/-- The Dirac matrix `γ¹` in the chiral representation. -/
def gamma1 : Matrix (Fin 4) (Fin 4) ℂ := !![0, 0, 0, 1; 0, 0, 1, 0; 0, -1, 0, 0; -1, 0, 0, 0]

/-- The Dirac matrix `γ²` in the chiral representation. -/
def gamma2 : Matrix (Fin 4) (Fin 4) ℂ :=
  !![0, 0, 0, -Complex.I; 0, 0, Complex.I, 0; 0, Complex.I, 0, 0; -Complex.I, 0, 0, 0]

/-- The Dirac matrix `γ³` in the chiral representation. -/
def gamma3 : Matrix (Fin 4) (Fin 4) ℂ := !![0, 0, 1, 0; 0, 0, 0, -1; -1, 0, 0, 0; 0, 1, 0, 0]
```

Four-vectors are functions `Fin 4 → ℂ`, with the time component at index 0. They are complex because the polarisations are. The product `mdot` has signature (+,−,−,−) and conjugates neither argument.

```lean
/-- The Minkowski product with signature `(+,-,-,-)`, bilinear also for complex vectors. -/
def mdot (a b : Fin 4 → ℂ) : ℂ := a 0 * b 0 - a 1 * b 1 - a 2 * b 2 - a 3 * b 3

/-- The Feynman slash: the contraction of a four-vector with the Dirac matrices. -/
def slash (a : Fin 4 → ℂ) : Matrix (Fin 4) (Fin 4) ℂ :=
  a 0 • gamma0 - a 1 • gamma1 - a 2 • gamma2 - a 3 • gamma3
```

The positron momentum p′ is `fermion E (-β) t`, and the two photons have `s = 1` and `s = -1`.

```lean
/-- The fermion momentum `E (1, β n)` with `n = (sin t, 0, cos t)`; the antifermion has `-β`. -/
def fermion (E β t : ℝ) : Fin 4 → ℂ :=
  ![(E : ℂ), ((E * β * Real.sin t : ℝ) : ℂ), 0, ((E * β * Real.cos t : ℝ) : ℂ)]

/-- The photon momentum `E (1, 0, 0, s)`, used with `s = 1` and `s = -1`. -/
def photon (E s : ℝ) : Fin 4 → ℂ := ![(E : ℂ), 0, 0, ((s * E : ℝ) : ℂ)]
```

The names `polPlus` and `polMinus` refer to the sign of i in the vector, and not to the helicity.

```lean
/-- The circular polarisation vector `(0, 1, i, 0)/√2`. -/
def polPlus : Fin 4 → ℂ := ((√2 : ℝ) : ℂ)⁻¹ • ![0, 1, Complex.I, 0]

/-- The circular polarisation vector `(0, 1, -i, 0)/√2`. -/
def polMinus : Fin 4 → ℂ := ((√2 : ℝ) : ℂ)⁻¹ • ![0, 1, -Complex.I, 0]
```

The photons fly in opposite directions, so equal helicities require opposite spins along z. Using `polPlus` for both photons would describe opposite helicities, and the massless spin sum would then not vanish. Outgoing photons enter an amplitude through conjugated polarisation vectors. With that convention both helicities here are −1; read as incoming vectors, the same pair has both equal to +1.

## Amplitude and trace as definitions

`amplitude` is the sum of the two exchange diagrams, and `equalHelicity` inserts the kinematics above. `spinSum` is the trace T, with `Mᴴ` for M†. It sums over the fermion spins and does not average.

```lean
/-- The tree amplitude without its external spinors: two diagrams that differ by exchange of the
photons. Its domain is `p² = m²`, `k₁² = k₂² = 0`, `p·k₁ ≠ 0` and `p·k₂ ≠ 0`. -/
def amplitude (m : ℝ) (p k₁ k₂ e₁ e₂ : Fin 4 → ℂ) : Matrix (Fin 4) (Fin 4) ℂ :=
  (-2 * mdot p k₁)⁻¹ • (slash e₂ * (slash (p - k₁) + (m : ℂ) • 1) * slash e₁) +
  (-2 * mdot p k₂)⁻¹ • (slash e₁ * (slash (p - k₂) + (m : ℂ) • 1) * slash e₂)

/-- The amplitude for two back-to-back photons of equal helicity. Its domain is `E > 0`,
`m² = E² (1 - β²)` and `β² cos² t ≠ 1`. -/
def equalHelicity (m E β t : ℝ) : Matrix (Fin 4) (Fin 4) ℂ :=
  amplitude m (fermion E β t) (photon E 1) (photon E (-1)) polPlus polMinus

/-- For real momenta with `p² = p'² = m²` and positive energies, the sum over fermion spins of the
squared amplitude, as a Dirac trace. -/
def spinSum (m : ℝ) (p p' : Fin 4 → ℂ) (M : Matrix (Fin 4) (Fin 4) ℂ) : ℂ :=
  trace ((slash p' - (m : ℂ) • 1) * M * (slash p + (m : ℂ) • 1) * (gamma0 * Mᴴ * gamma0))
```

The matrix `reduced a b g` is the form that M takes after the cancellation. Its entries `g` are the coefficient of N, while `a` and `b` are the mass terms for spin up and spin down along z.

```lean
/-- A matrix with two diagonal parameters `a`, `b` and one parameter `g` in the off-diagonal 2×2
blocks. -/
def reduced (a b g : ℝ) : Matrix (Fin 4) (Fin 4) ℂ :=
  !![(a : ℂ), 0, (g : ℂ), 0; 0, (b : ℂ), 0, (g : ℂ);
     -(g : ℂ), 0, (a : ℂ), 0; 0, -(g : ℂ), 0, (b : ℂ)]
```

## Checks on the algebra and the kinematics

The first lemma lists the sixteen entries of a̸ + m, and the later matrix products use it.

```lean
/-- The entries of a slashed vector plus a mass term. -/
theorem slash_add_mass (a : Fin 4 → ℂ) (m : ℂ) : slash a + m • 1 =
    !![m, 0, a 0 - a 3, -a 1 + Complex.I * a 2;
       0, m, -a 1 - Complex.I * a 2, a 0 + a 3;
       a 0 + a 3, a 1 - Complex.I * a 2, m, 0;
       a 1 + Complex.I * a 2, a 0 - a 3, 0, m] := by
  ext i j
  fin_cases i <;> fin_cases j <;> simp [slash, gamma0, gamma1, gamma2, gamma3] <;> ring
```

The next two results check the Dirac matrices and the momenta; the later proofs do not call on them. One is the Clifford relation. The other gives p² = E²(1−β²), which is m² on the mass shell, and p + p′ = k₁ + k₂.

```lean
/-- The Clifford relation: the anticommutator of two slashed vectors is twice their
Minkowski product. -/
theorem slash_anticomm (a b : Fin 4 → ℂ) :
    slash a * slash b + slash b * slash a = (2 * mdot a b) • 1 := by
  have h (v : Fin 4 → ℂ) := slash_add_mass v 0
  simp only [zero_smul, add_zero] at h
  rw [h a, h b]
  ext i j
  fin_cases i <;> fin_cases j <;> simp [mdot] <;>
    first
    | ring1
    | linear_combination (2 * a 2 * b 2) * Complex.I_sq

/-- The fermion momentum squares to `E² (1 - β²)`, and the fermion pair carries the total
momentum of the two photons. -/
theorem kinematics (E β t : ℝ) :
    mdot (fermion E β t) (fermion E β t) = ((E ^ 2 * (1 - β ^ 2) : ℝ) : ℂ) ∧
    fermion E β t + fermion E (-β) t = photon E 1 + photon E (-1) := by
  constructor
  · have h : E ^ 2 * (1 - β ^ 2) = E * E - E * β * Real.sin t * (E * β * Real.sin t)
        - E * β * Real.cos t * (E * β * Real.cos t) := by
      linear_combination (E ^ 2 * β ^ 2) * Real.sin_sq_add_cos_sq t
    rw [h]
    simp [mdot, fermion]
  · ext i
    fin_cases i <;> simp [fermion, photon]
```

## The denominators cancel

`numerators` is the sandwich formula for e̸₂(q̸+m)e̸₁ and e̸₁(q̸+m)e̸₂. Inside the proof, `hp` and `hm` slash the polarisations without their factor 1/√2, which gives entries ±2; the normalised matrices have ±√2. The two normalisation factors are restored together as 1/2 by `hr`.

```lean
/-- Between the two polarisations, the propagator numerator keeps only the mass and the
combinations `q⁰ ± q³` of the exchanged momentum. -/
theorem numerators (q : Fin 4 → ℂ) (m : ℂ) :
    slash polMinus * (slash q + m • 1) * slash polPlus =
      !![0, 0, 0, 0; 0, -2 * m, 0, 2 * (q 0 + q 3);
         0, 0, 0, 0; 0, 2 * (q 0 - q 3), 0, -2 * m] ∧
    slash polPlus * (slash q + m • 1) * slash polMinus =
      !![-2 * m, 0, 2 * (q 0 - q 3), 0; 0, 0, 0, 0;
         2 * (q 0 + q 3), 0, -2 * m, 0; 0, 0, 0, 0] := by
  have hr : ((√2 : ℝ) : ℂ)⁻¹ * ((√2 : ℝ) : ℂ)⁻¹ = 1 / 2 := by
    rw [← mul_inv, ← Complex.ofReal_mul, Real.mul_self_sqrt (by norm_num)]
    norm_num
  have hs (r : ℂ) (a : Fin 4 → ℂ) : slash (r • a) = r • slash a := by
    simp only [slash, Pi.smul_apply, smul_eq_mul]
    module
  -- the slashed polarisations are spin raising and lowering matrices
  have hp : slash ![0, 1, Complex.I, 0] =
      !![0, 0, 0, -2; 0, 0, 0, 0; 0, 2, 0, 0; 0, 0, 0, 0] := by
    ext i j
    fin_cases i <;> fin_cases j <;> simp [slash, gamma0, gamma1, gamma2, gamma3] <;> norm_num
  have hm : slash ![0, 1, -Complex.I, 0] =
      !![0, 0, 0, 0; 0, 0, -2, 0; 0, 0, 0, 0; 2, 0, 0, 0] := by
    ext i j
    fin_cases i <;> fin_cases j <;> simp [slash, gamma0, gamma1, gamma2, gamma3] <;> norm_num
  rw [polPlus, polMinus, hs, hs, hp, hm, slash_add_mass]
  simp only [Matrix.smul_mul, Matrix.mul_smul, smul_smul, hr]
  constructor <;> ext i j <;> fin_cases i <;> fin_cases j <;>
    simp <;> ring
```

`equalHelicity_eq` is the closed form M = (N+B)/E. The facts `hu` and `hv` say that 1 ± β cos t are nonzero, and `h1` and `h2` compute p·k₁ and p·k₂. After that, `field_simp` and `ring` carry out the cancellation entry by entry.

```lean
/-- The equal-helicity amplitude in closed form, for `E > 0` and `β² cos² t < 1`: the angle
enters only together with the mass. -/
theorem equalHelicity_eq (m E β t : ℝ) (hE : 0 < E) (h : β ^ 2 * Real.cos t ^ 2 < 1) :
    equalHelicity m E β t = reduced (m * (1 / (E ^ 2 * (1 + β * Real.cos t))))
      (m * (1 / (E ^ 2 * (1 - β * Real.cos t)))) (1 / E) := by
  unfold equalHelicity amplitude
  rw [(numerators _ _).1, (numerators _ _).2]
  unfold fermion
  generalize Real.sin t = s
  generalize Real.cos t = c at h ⊢
  have hu : (1 + (β : ℂ) * c) ≠ 0 := by
    have : 1 + β * c ≠ 0 := fun h0 => by nlinarith
    exact_mod_cast this
  have hv : (1 - (β : ℂ) * c) ≠ 0 := by
    have : 1 - β * c ≠ 0 := fun h0 => by nlinarith
    exact_mod_cast this
  have hE' : (E : ℂ) ≠ 0 := by exact_mod_cast hE.ne'
  -- the two propagator denominators
  have h1 : mdot ![(E : ℂ), ((E * β * s : ℝ) : ℂ), 0, ((E * β * c : ℝ) : ℂ)] (photon E 1)
      = E ^ 2 * (1 - β * c) := by
    simp [mdot, photon]
    ring
  have h2 : mdot ![(E : ℂ), ((E * β * s : ℝ) : ℂ), 0, ((E * β * c : ℝ) : ℂ)] (photon E (-1))
      = E ^ 2 * (1 + β * c) := by
    simp [mdot, photon]
    ring
  rw [h1, h2]
  ext i j
  fin_cases i <;> fin_cases j <;> simp [reduced, photon] <;> field_simp <;> ring
```

## From the trace to the formula

`spinSum_reduced` evaluates the trace for any real `x`, `y` and `g`, before the mass shell is used. The steps `hH` and `hb` show that the reduced matrix is its own Dirac adjoint. Where the derivation above moves N through the trace, Lean multiplies out the entries. The terms in `g ^ 2` correspond to tr(LNRN), the term in `g` times `(x - y)` to the two mixed traces, and the rest to tr(LBRB).

```lean
/-- The spin sum for an amplitude of the reduced form, as a real polynomial. -/
theorem spinSum_reduced (m E β t x y g : ℝ) :
    spinSum m (fermion E β t) (fermion E (-β) t) (reduced (m * x) (m * y) g) =
    ((m ^ 2 * (-2 * m ^ 2 * (x ^ 2 + y ^ 2) + 4 * g ^ 2
        - 8 * g * E * β * Real.cos t * (x - y)
        + 2 * E ^ 2 * ((x ^ 2 + y ^ 2) * (1 + β ^ 2 * Real.cos t ^ 2)
          + 2 * β ^ 2 * Real.sin t ^ 2 * x * y))
      + 4 * g ^ 2 * E ^ 2 * (1 - β ^ 2 * (Real.sin t ^ 2 + Real.cos t ^ 2)) : ℝ) : ℂ) := by
  -- the reduced matrix is its own Dirac adjoint
  have hH (a b : ℝ) : (reduced a b g)ᴴ = reduced a b (-g) := by
    ext i j
    fin_cases i <;> fin_cases j <;> simp [reduced, Matrix.conjTranspose_apply]
  have hb (a b : ℝ) : gamma0 * (reduced a b g)ᴴ * gamma0 = reduced a b g := by
    rw [hH]
    ext i j
    fin_cases i <;> fin_cases j <;>
      simp [gamma0, reduced, Matrix.mul_apply, Fin.sum_univ_four]
  have hsub (a : Fin 4 → ℂ) : slash a - (m : ℂ) • 1 = slash a + (-(m : ℂ)) • 1 := by
    module
  unfold spinSum fermion
  rw [hb, hsub, slash_add_mass, slash_add_mass, Matrix.mul_assoc (_ * _)]
  generalize Real.sin t = s
  generalize Real.cos t = c
  simp [Matrix.trace, Fin.sum_univ_four, reduced]
  ring
```

The main theorem assumes E > 0, the mass shell `hm`, and `h`, which is β²cos²t < 1. For m ≠ 0 the last condition follows from the mass shell. For m = 0 it excludes photons emitted along the line of the fermions, where a propagator denominator vanishes. The proof substitutes the closed form, replaces m² and sin²t, and factors 1−β²cos²t into the two propagator factors so that `field_simp` can clear them.

```lean
/-- For `E > 0`, `m² = E² (1 - β²)` and `β² cos² t < 1`, the spin-summed square of the
equal-helicity amplitude is `8 (1 - β⁴) / (1 - β² cos² t)²`. -/
theorem spinSum_equalHelicity (m E β t : ℝ) (hE : 0 < E) (hm : m ^ 2 = E ^ 2 * (1 - β ^ 2))
    (h : β ^ 2 * Real.cos t ^ 2 < 1) :
    spinSum m (fermion E β t) (fermion E (-β) t) (equalHelicity m E β t) =
      ((8 * (1 - β ^ 4) / (1 - β ^ 2 * Real.cos t ^ 2) ^ 2 : ℝ) : ℂ) := by
  rw [equalHelicity_eq m E β t hE h, spinSum_reduced]
  congr 1
  -- insert the mass shell and eliminate the sine
  rw [hm, Real.sin_sq]
  generalize Real.cos t = c at h ⊢
  have hu : 1 + β * c ≠ 0 := fun h0 => by nlinarith
  have hv : 1 - β * c ≠ 0 := fun h0 => by nlinarith
  rw [show 1 - β ^ 2 * c ^ 2 = (1 + β * c) * (1 - β * c) by ring]
  field_simp
  ring
```

The last theorem reads off the sign from 1−β⁴ = (1−β²)(1+β²). Positivity is stated for the real part because `spinSum` is complex-valued; the preceding theorem shows that its value is real. For m > 0 the mass shell gives β² < 1, and for m = 0 it gives β² = 1.

```lean
/-- For `E > 0`, `m² = E² (1 - β²)` and `β² cos² t < 1`, the equal-helicity spin sum is
positive if `m > 0` and zero if `m = 0`. -/
theorem spinSum_pos_and_zero (m E β t : ℝ) (hE : 0 < E) (hm : m ^ 2 = E ^ 2 * (1 - β ^ 2))
    (h : β ^ 2 * Real.cos t ^ 2 < 1) :
    (0 < m → 0 < (spinSum m (fermion E β t) (fermion E (-β) t) (equalHelicity m E β t)).re) ∧
    (m = 0 → spinSum m (fermion E β t) (fermion E (-β) t) (equalHelicity m E β t) = 0) := by
  rw [spinSum_equalHelicity m E β t hE hm h, Complex.ofReal_re]
  have hf : 1 - β ^ 4 = (1 - β ^ 2) * (1 + β ^ 2) := by ring
  constructor
  · intro h0
    have h1 : 0 < E ^ 2 * (1 - β ^ 2) := hm ▸ pow_pos h0 2
    have h2 : 0 < 1 - β ^ 2 := pos_of_mul_pos_right h1 (sq_nonneg E)
    have h3 : 0 < 1 - β ^ 2 * Real.cos t ^ 2 := by linarith
    rw [hf]
    positivity
  · intro h0
    have h1 : E ^ 2 * (1 - β ^ 2) = 0 := by rw [← hm, h0]; ring
    have h2 : 1 - β ^ 2 = 0 := (mul_eq_zero.mp h1).resolve_left (pow_ne_zero 2 hE.ne')
    rw [hf, h2]
    simp

end

end EqualHelicityPhotons
```

```lean
#print axioms EqualHelicityPhotons.slash_anticomm
#print axioms EqualHelicityPhotons.kinematics
#print axioms EqualHelicityPhotons.equalHelicity_eq
#print axioms EqualHelicityPhotons.spinSum_pos_and_zero
```

```
'EqualHelicityPhotons.slash_anticomm' depends on axioms: [propext, Classical.choice, Quot.sound]
'EqualHelicityPhotons.kinematics' depends on axioms: [propext, Classical.choice, Quot.sound]
'EqualHelicityPhotons.equalHelicity_eq' depends on axioms: [propext, Classical.choice, Quot.sound]
'EqualHelicityPhotons.spinSum_pos_and_zero' depends on axioms: [propext, Classical.choice, Quot.sound]
```
